# Two coupled Drude oscillators: a zero-point shift below the London energy and asymptotic to it

Coupling shifts the zero-point energy of two identical, isotropic three-dimensional Drude oscillators at distance \(R\). Replacing this shift by a pair term \(-C_6/R^6\) requires a value for \(C_6\). With polarisability \(\alpha\) in Gaussian units, frequency \(w\) and \(\hbar=1\), the value is \(C_6=\tfrac34\alpha^2w\). For ideal point-dipole coupling and \(\alpha/R^3<1/2\), this pair term, the London energy, is always less attractive than the shift, and it gives the correct leading behaviour at large distance. The bounds below also limit the energy error of this replacement for one isolated pair.

## Two charges on springs

Each oscillator is a charge \(q>0\) of mass \(m\), bound isotropically with frequency \(w>0\) to a fixed centre of charge \(-q\). Its static polarisability is \(\alpha=q^2/(mw^2)>0\), the dipole induced per unit field. In Gaussian units \(\alpha\) is a volume, so \(x=\alpha/R^3\) is dimensionless.

```lean
import Mathlib

open Filter Topology Matrix

namespace DrudeDispersion

noncomputable section
```

The centres are a distance \(R\) apart along the third axis. Components are numbered \(0,1,2\), so this axis has index 2. Two point dipoles \(p\) and \(q\) (from here on \(q\) is a dipole vector) interact with energy

\[
\frac{p\cdot q-3p_2q_2}{R^3}.
\]

```lean
/-- Interaction energy of two point dipoles `p` and `q` whose separation `R > 0` lies along the
third axis (Gaussian units). -/
def dipoleEnergy (R : ℝ) (p q : Fin 3 → ℝ) : ℝ :=
  (p ⬝ᵥ q - 3 * p 2 * q 2) / R ^ 3
```

A vector is a function `Fin 3 → ℝ`, and `⬝ᵥ` is the ordinary dot product.

Let \(u\) and \(v\) be the displacements multiplied by \(\sqrt m\). The kinetic energy is then \(\tfrac12(|\dot u|^2+|\dot v|^2)\), and the dipoles are \(\sqrt\alpha\,w\,u\) and \(\sqrt\alpha\,w\,v\). The potential energy is

\[
V(u,v)=\frac{w^2}{2}\left(|u|^2+|v|^2\right)+\alpha w^2\,\frac{u\cdot v-3u_2v_2}{R^3}.
\]

```lean
/-- Potential energy of two Drude oscillators of polarisability `α` and frequency `w` at distance
`R > 0`, in mass-weighted displacements `u` and `v`. -/
def potential (α w R : ℝ) (u v : Fin 3 → ℝ) : ℝ :=
  w ^ 2 / 2 * (u ⬝ᵥ u + v ⬝ᵥ v) + α * w ^ 2 * dipoleEnergy R u v
```

The model has no higher multipoles, no damping at short range and no retardation. The distance \(R\) is a fixed parameter.

## Six independent modes

The two oscillators are identical, so the natural coordinates are the in-phase and out-of-phase combinations along each axis:

\[
Q_{s,i}=\frac{u_i+s\,v_i}{\sqrt2},\qquad s=\pm1.
\]

```lean
/-- Normal coordinate along axis `i`: in-phase for `s = 1`, out-of-phase for `s = -1`. -/
def normalCoord (s : ℝ) (u v : Fin 3 → ℝ) (i : Fin 3) : ℝ :=
  (u i + s * v i) / √2
```

The dipole interaction contributes \(w^2x\,c_iu_iv_i\) along axis \(i\), with \(c=(1,1,-2)\). The value \(-2\) belongs to the separation axis.

```lean
/-- Relative strength of the dipole coupling along the two transverse axes and the
separation axis. -/
def coupling : Fin 3 → ℝ := ![1, 1, -2]
```

Since \(u_iv_i=\tfrac12(Q_{1,i}^2-Q_{-1,i}^2)\), the force constant of mode \((s,i)\) is \(w^2(1+s\,c_i\,x)\). Its frequency is therefore

\[
\omega_{s,i}=w\sqrt{1+s\,c_i\,x}.
\]

```lean
/-- Frequency of the in-phase (`s = 1`) or out-of-phase (`s = -1`) mode along axis `i`, with free
frequency `w > 0`, for `R > 0` and `0 < α / R ^ 3 < 1 / 2`. -/
def modeFreq (α w R s : ℝ) (i : Fin 3) : ℝ :=
  w * √(1 + s * coupling i * (α / R ^ 3))
```

A quantum oscillator of frequency \(\omega\) has ground-state energy \(\omega/2\). Subtracting the energy of six free oscillators gives the shift

\[
E(R)=\frac12\sum_{i}\left(\omega_{1,i}+\omega_{-1,i}\right)-6\cdot\frac w2 .
\]

```lean
/-- Zero-point energy of the six coupled modes minus that of six free oscillators of frequency
`w > 0` (`ħ = 1`), for `R > 0` and `0 < α / R ^ 3 < 1 / 2`. -/
def zeroPointShift (α w R : ℝ) : ℝ :=
  1 / 2 * ∑ i, (modeFreq α w R 1 i + modeFreq α w R (-1) i) - 6 * (w / 2)
```

The energy \(\omega/2\) per mode enters through this definition. The file does not construct the Hamiltonian operator or derive its spectrum.

These force constants are the squared frequencies of independent oscillators because the new coordinates also leave the kinetic energy in its simple form. Along each axis the cross terms cancel:

\[
Q_{1,i}^2+Q_{-1,i}^2=\frac{(u_i+v_i)^2+(u_i-v_i)^2}{2}=u_i^2+v_i^2 .
\]

```lean
/-- The normal coordinates preserve the sum of squares of the displacements. -/
theorem normalCoord_sum_sq (u v : Fin 3 → ℝ) :
    ∑ i, (normalCoord 1 u v i ^ 2 + normalCoord (-1) u v i ^ 2) = u ⬝ᵥ u + v ⬝ᵥ v := by
  have hq : ∀ s i, normalCoord s u v i ^ 2 = (u i + s * v i) ^ 2 / 2 := by
    intro s i
    rw [normalCoord, div_pow, Real.sq_sqrt (by norm_num)]
  simp only [hq, dotProduct, Fin.sum_univ_three]
  ring
```

The identity holds for any pair of vectors, so it applies equally to the velocities \(\dot u,\dot v\). In the proof, `hq` squares the factor \(1/\sqrt2\), and `ring` cancels the cross terms.

Inserting both identities into the potential gives

\[
V=\frac12\sum_i\left(\omega_{1,i}^2Q_{1,i}^2+\omega_{-1,i}^2Q_{-1,i}^2\right).
\]

This uses \(\omega_{s,i}^2=w^2(1+s\,c_i\,x)\), which requires a non-negative number under the root. The factors that occur are \(1\pm x\) and \(1\pm2x\), all positive for \(0<x<1/2\).

```lean
/-- For `α, R > 0` and `α / R ^ 3 < 1 / 2`, the potential energy is that of six independent
oscillators with the mode frequencies. -/
theorem potential_eq_modes {α R : ℝ} (w : ℝ) (hα : 0 < α) (hR : 0 < R)
    (hx : α / R ^ 3 < 1 / 2) (u v : Fin 3 → ℝ) :
    potential α w R u v = 1 / 2 * ∑ i,
      (modeFreq α w R 1 i ^ 2 * normalCoord 1 u v i ^ 2
        + modeFreq α w R (-1) i ^ 2 * normalCoord (-1) u v i ^ 2) := by
  have hx0 : 0 < α / R ^ 3 := by positivity
  have c0 : coupling 0 = 1 := rfl
  have c1 : coupling 1 = 1 := rfl
  have c2 : coupling 2 = -2 := rfl
  have hq : ∀ s i, normalCoord s u v i ^ 2 = (u i + s * v i) ^ 2 / 2 := by
    intro s i
    rw [normalCoord, div_pow, Real.sq_sqrt (by norm_num)]
  -- below the instability every squared frequency is the matching force constant
  have hf : ∀ s i, 0 ≤ 1 + s * coupling i * (α / R ^ 3) →
      modeFreq α w R s i ^ 2 = w ^ 2 * (1 + s * coupling i * (α / R ^ 3)) := by
    intro s i h
    rw [modeFreq, mul_pow, Real.sq_sqrt h]
  simp only [Fin.sum_univ_three]
  rw [hf 1 0 (by rw [c0]; linarith), hf 1 1 (by rw [c1]; linarith),
    hf 1 2 (by rw [c2]; linarith), hf (-1) 0 (by rw [c0]; linarith),
    hf (-1) 1 (by rw [c1]; linarith), hf (-1) 2 (by rw [c2]; linarith)]
  simp only [hq, c0, c1, c2, potential, dipoleEnergy, dotProduct, Fin.sum_univ_three]
  ring
```

The auxiliary statement `hf` turns a squared frequency into a force constant when the radicand is non-negative. The six calls to it check the six modes, and `ring` compares the two quadratic forms.

## Where the pair becomes unstable

The softest mode is the in-phase motion along the separation axis. For \(u=v=(0,0,1)\),

\[
V=\frac{w^2}{2}\cdot2+\alpha w^2\,\frac{1-3}{R^3}=w^2(1-2x),
\]

which is negative when \(x>1/2\).

```lean
/-- If `w > 0` and `α / R ^ 3 > 1 / 2`, an equal unit displacement of both oscillators along the
separation axis has negative potential energy. -/
theorem potential_neg_of_close {α w R : ℝ} (hw : 0 < w) (hx : 1 / 2 < α / R ^ 3) :
    potential α w R ![0, 0, 1] ![0, 0, 1] < 0 := by
  have h : potential α w R ![0, 0, 1] ![0, 0, 1] = w ^ 2 * (1 - 2 * (α / R ^ 3)) := by
    simp only [potential, dipoleEnergy, dotProduct, Fin.sum_univ_three, Matrix.cons_val]
    ring
  rw [h]
  exact mul_neg_of_pos_of_neg (by positivity) (by linarith)
```

Because \(V\) is quadratic, scaling up this displacement lowers the energy without limit. A potential bounded below therefore needs \(x\le1/2\). At equality this mode has no restoring force, and the bounds on the shift assume the strict inequality.

## The shift in closed form

The two transverse axes each contribute \(\sqrt{1+x}+\sqrt{1-x}\), and the separation axis contributes \(\sqrt{1+2x}+\sqrt{1-2x}\). Hence

\[
E(R)=\frac w2\left(2\sqrt{1+x}+2\sqrt{1-x}+\sqrt{1+2x}+\sqrt{1-2x}-6\right).
\]

```lean
/-- The zero-point shift written out in the coupling strength `α / R ^ 3`. -/
theorem zeroPointShift_eq (α w R : ℝ) :
    zeroPointShift α w R = w / 2 * (2 * √(1 + α / R ^ 3) + 2 * √(1 - α / R ^ 3)
      + √(1 + 2 * (α / R ^ 3)) + √(1 - 2 * (α / R ^ 3)) - 6) := by
  have c0 : coupling 0 = 1 := rfl
  have c1 : coupling 1 = 1 := rfl
  have c2 : coupling 2 = -2 := rfl
  simp only [zeroPointShift, modeFreq, Fin.sum_univ_three, c0, c1, c2]
  generalize α / R ^ 3 = x
  have e1 : 1 + 1 * 1 * x = 1 + x := by ring
  have e2 : 1 + (-1) * 1 * x = 1 - x := by ring
  have e3 : 1 + 1 * (-2) * x = 1 - 2 * x := by ring
  have e4 : 1 + (-1) * (-2) * x = 1 + 2 * x := by ring
  rw [e1, e2, e3, e4]
  ring
```

This theorem carries no hypotheses, because Lean assigns the value 0 to the square root of a negative number. The formula has its physical meaning only in the stable range.

## Bounds for one split pair

Take \(0<y\le1\) and write \(a=\sqrt{1+y}\), \(b=\sqrt{1-y}\). Then

\[
(a+b)^2=2+2ab,\qquad (ab)^2=1-y^2 .
\]

For the upper bound, \((ab-1)^2\ge0\) gives \(2ab\le1+(ab)^2=2-y^2\), so

\[
(a+b)^2\le4-y^2<4-y^2+\frac{y^4}{16}=\left(2-\frac{y^2}{4}\right)^2 .
\]

For the lower bound, first compare \(ab\) with \((1-y^2)(1+y^2/2)\), which is non-negative. The difference of the squares is

\[
(1-y^2)-(1-y^2)^2\left(1+\frac{y^2}{2}\right)^2=(1-y^2)\left(\frac{3y^4}{4}+\frac{y^6}{4}\right)\ge0 .
\]

Thus \(ab\ge1-\tfrac12y^2-\tfrac12y^4\), and \((a+b)^2\ge4-y^2-y^4\). Moreover,

\[
4-y^2-y^4-\left(2-\frac{y^2}{4}-\frac{y^4}{2}\right)^2
=y^4\left(\frac{15}{16}-\frac{y^2}{4}-\frac{y^4}{4}\right)\ge0,
\]

since the last bracket is at least \(7/16\). The quantities being compared are non-negative, so taking roots gives

\[
2-\frac{y^2}{4}-\frac{y^4}{2}\le\sqrt{1+y}+\sqrt{1-y}<2-\frac{y^2}{4}.
\]

```lean
/-- For `0 < y ≤ 1`, the sum `√(1 + y) + √(1 - y)` lies below `2 - y ^ 2 / 4`, by at most
`y ^ 4 / 2`. -/
theorem sqrt_pair_bounds {y : ℝ} (h0 : 0 < y) (h1 : y ≤ 1) :
    2 - y ^ 2 / 4 - y ^ 4 / 2 ≤ √(1 + y) + √(1 - y) ∧
      √(1 + y) + √(1 - y) < 2 - y ^ 2 / 4 := by
  have ha := Real.sq_sqrt (show 0 ≤ 1 + y by linarith)
  have hb := Real.sq_sqrt (show 0 ≤ 1 - y by linarith)
  have ha0 := Real.sqrt_nonneg (1 + y)
  have hb0 := Real.sqrt_nonneg (1 - y)
  generalize √(1 + y) = a at *
  generalize √(1 - y) = b at *
  have ht : y ^ 2 ≤ 1 := pow_le_one₀ h0.le h1
  have ht2 : y ^ 4 ≤ 1 := pow_le_one₀ h0.le h1
  have hy4 : 0 < y ^ 4 := by positivity
  have hab : (a * b) ^ 2 = 1 - y ^ 2 := by rw [mul_pow, ha, hb]; ring
  have hS : (a + b) ^ 2 = 2 + 2 * (a * b) := by linear_combination ha + hb
  constructor
  · -- bound the product of the roots from below, then compare squares
    have hp : (1 - y ^ 2) * (1 + y ^ 2 / 2) ≤ a * b := by
      have hp0 : 0 ≤ (1 - y ^ 2) * (1 + y ^ 2 / 2) :=
        mul_nonneg (by linarith) (by positivity)
      refine (sq_le_sq₀ hp0 (mul_nonneg ha0 hb0)).mp ?_
      have h : 0 ≤ (1 - y ^ 2) * (3 * y ^ 4 / 4 + y ^ 6 / 4) :=
        mul_nonneg (by linarith) (by positivity)
      rw [hab]
      linarith
    refine (sq_le_sq₀ (by linarith) (add_nonneg ha0 hb0)).mp ?_
    have h : 0 ≤ y ^ 4 * (15 / 16 - y ^ 2 / 4 - y ^ 4 / 4) :=
      mul_nonneg hy4.le (by linarith)
    rw [hS]
    linarith
  · refine (sq_lt_sq₀ (add_nonneg ha0 hb0) (by linarith)).mp ?_
    rw [hS]
    linarith [sq_nonneg (a * b - 1)]
```

The statements `hab` and `hS` are the two identities for \(ab\) and \(a+b\), and `hp` is the lower bound on the product. The lemmas `sq_le_sq₀` and `sq_lt_sq₀` pass from squares back to the numbers themselves.

## The shift against the London energy

Use the bounds with \(y=x\) for the two transverse pairs and \(y=2x\) for the axial pair. The condition \(x<1/2\) ensures \(2x<1\). The upper bounds add up to

\[
2\left(2-\frac{x^2}{4}\right)+(2-x^2)-6=-\frac32x^2,
\]

and the lower bounds subtract a further \(2\cdot\tfrac12x^4+\tfrac12(2x)^4=9x^4\). Multiplying by \(w/2\) gives

\[
-\frac34\frac{\alpha^2w}{R^6}-\frac92\frac{\alpha^4w}{R^{12}}\le E(R)<-\frac34\frac{\alpha^2w}{R^6}.
\]

```lean
/-- For `α, w, R > 0` and `α / R ^ 3 < 1 / 2`, the shift lies strictly below the London energy,
by at most `(9 / 2) α ^ 4 w / R ^ 12`. -/
theorem zeroPointShift_bounds {α w R : ℝ} (hα : 0 < α) (hw : 0 < w) (hR : 0 < R)
    (hx : α / R ^ 3 < 1 / 2) :
    -(3 / 4) * α ^ 2 * w / R ^ 6 - 9 / 2 * α ^ 4 * w / R ^ 12 ≤ zeroPointShift α w R ∧
      zeroPointShift α w R < -(3 / 4) * α ^ 2 * w / R ^ 6 := by
  have hx0 : 0 < α / R ^ 3 := by positivity
  have e1 : -(3 / 4) * α ^ 2 * w / R ^ 6 = w / 2 * (-(3 / 2) * (α / R ^ 3) ^ 2) := by ring
  have e2 : 9 / 2 * α ^ 4 * w / R ^ 12 = w / 2 * (9 * (α / R ^ 3) ^ 4) := by ring
  rw [zeroPointShift_eq, e1, e2, ← mul_sub]
  generalize α / R ^ 3 = x at hx0 hx ⊢
  -- two transverse pairs split by `x`, one axial pair split by `2 x`
  obtain ⟨l1, u1⟩ := sqrt_pair_bounds hx0 (by linarith)
  obtain ⟨l2, u2⟩ := sqrt_pair_bounds (y := 2 * x) (by linarith) (by linarith)
  constructor
  · exact mul_le_mul_of_nonneg_left (by linarith) (by positivity)
  · exact mul_lt_mul_of_pos_left (by linarith) (by positivity)
```

The equations `e1` and `e2` rewrite the powers of \(R\) in terms of \(x\). The two uses of `sqrt_pair_bounds` supply the pair estimates, and `linarith` adds them. Dividing the gap by the magnitude of the London energy shows that the pair term misses at most a fraction \(6x^2\) of its own size. At \(x=0.1\) this bound is 6 per cent, while the closed form gives an actual gap of about 1 per cent.

## The limit at large distance

Multiplying the bounds by \(R^6>0\) gives

\[
-\frac34\alpha^2w-\frac92\frac{\alpha^4w}{R^6}\le R^6E(R)<-\frac34\alpha^2w .
\]

They apply once \(R>1\) and \(R>2\alpha\), because then \(R^3\ge R>2\alpha\), so \(x<1/2\). The correction on the left tends to zero, and squeezing gives

\[
\lim_{R\to\infty}R^6E(R)=-\frac34\alpha^2w .
\]

```lean
/-- London dispersion law for two identical Drude oscillators with `α, w > 0`: the shift is
below `-(3 / 4) α ^ 2 w / R ^ 6` whenever `R > 0` and `α / R ^ 3 < 1 / 2`, and `R ^ 6` times
the shift tends to `-(3 / 4) α ^ 2 w` at large distance. -/
theorem london_dispersion {α w : ℝ} (hα : 0 < α) (hw : 0 < w) :
    (∀ R, 0 < R → α / R ^ 3 < 1 / 2 →
      zeroPointShift α w R < -(3 / 4) * α ^ 2 * w / R ^ 6) ∧
    Tendsto (fun R => R ^ 6 * zeroPointShift α w R) atTop
      (𝓝 (-(3 / 4) * α ^ 2 * w)) := by
  refine ⟨fun R hR hx => (zeroPointShift_bounds hα hw hR hx).2, ?_⟩
  have hlow : Tendsto (fun R : ℝ => -(3 / 4) * α ^ 2 * w - 9 / 2 * α ^ 4 * w / R ^ 6)
      atTop (𝓝 (-(3 / 4) * α ^ 2 * w)) := by
    have h : Tendsto (fun R : ℝ => 9 / 2 * α ^ 4 * w / R ^ 6) atTop (𝓝 0) :=
      tendsto_const_nhds.div_atTop (tendsto_pow_atTop (by norm_num))
    simpa only [sub_zero] using tendsto_const_nhds.sub h
  -- at large distance the oscillators are stable and both bounds apply
  have hev : ∀ᶠ R : ℝ in atTop, 0 < R ∧ α / R ^ 3 < 1 / 2 := by
    filter_upwards [eventually_gt_atTop 1, eventually_gt_atTop (2 * α)] with R h1 h2
    have hR : 0 < R := by linarith
    have h3 : R ≤ R ^ 3 := le_self_pow₀ h1.le (by norm_num)
    refine ⟨hR, ?_⟩
    rw [div_lt_iff₀ (by positivity)]
    linarith
  refine tendsto_of_tendsto_of_tendsto_of_le_of_le' hlow tendsto_const_nhds ?_ ?_
  · filter_upwards [hev] with R hR
    have hR0 : R ≠ 0 := hR.1.ne'
    have h := mul_le_mul_of_nonneg_left (zeroPointShift_bounds hα hw hR.1 hR.2).1
      (pow_nonneg hR.1.le 6)
    refine le_trans (le_of_eq ?_) h
    field_simp
  · filter_upwards [hev] with R hR
    have h := (zeroPointShift_bounds hα hw hR.1 hR.2).2
    rw [lt_div_iff₀ (pow_pos hR.1 6)] at h
    linarith

end

end DrudeDispersion
```

The theorem takes \(\alpha,w>0\) and joins two statements. The first is the strict inequality at every \(R>0\) with \(\alpha/R^3<1/2\). The second is the limit, where `Tendsto … atTop (𝓝 …)` means convergence as \(R\) grows without bound. In the proof, `hlow` is the limit of the lower bound, `hev` says that the stability conditions hold at all sufficiently large \(R\), and the long lemma name near the end is the squeeze theorem.

The London energy here is the leading term for two identical oscillators, each with a single frequency. A dispersion coefficient for real atoms involves their full excitation spectra, which this model replaces by the two parameters \(\alpha\) and \(w\).

```lean
#print axioms DrudeDispersion.potential_eq_modes
#print axioms DrudeDispersion.potential_neg_of_close
#print axioms DrudeDispersion.zeroPointShift_bounds
#print axioms DrudeDispersion.london_dispersion
```

```
'DrudeDispersion.potential_eq_modes' depends on axioms: [propext, Classical.choice, Quot.sound]
'DrudeDispersion.potential_neg_of_close' depends on axioms: [propext, Classical.choice, Quot.sound]
'DrudeDispersion.zeroPointShift_bounds' depends on axioms: [propext, Classical.choice, Quot.sound]
'DrudeDispersion.london_dispersion' depends on axioms: [propext, Classical.choice, Quot.sound]
```
